# With positive hopping, self-repulsion keeps an electron on a ring uniform, and strong self-attraction puts a flat polaron lower

Q: A polaron is an electron together with the lattice distortion around it. Your model has a wavefunction on a ring and no lattice. Where did the distortion go?

A: Into one constant, $g$. Let $\psi_x$ be the electron's amplitude on site $x$, and give each site a classical distortion $q_x$ with energy $\tfrac K2 q_x^2-\lambda q_x|\psi_x|^2$, where $K>0$ is a stiffness and $\lambda$ a coupling. Minimising over $q_x$ leaves $-\tfrac{\lambda^2}{2K}|\psi_x|^4$. If an approximate density functional also leaves the electron repelling itself, with energy $+\tfrac U2|\psi_x|^4$, the net constant is $g=\lambda^2/K-U$. The formal model starts after this elimination and takes $g$ as a given real number. On $M$ sites the energy is

$$E(\psi)=-2t\,\mathrm{Re}\sum_x\overline{\psi_x}\,\psi_{x+1}-\frac g2\sum_x|\psi_x|^4,\qquad \sum_x|\psi_x|^2=1,$$

where $t$ is the hopping strength.

```lean
import Mathlib

open scoped ComplexConjugate

namespace RingPolaron

noncomputable section

/-- The energy of a state on a ring of `M` sites: nearest-neighbour hopping of strength `t`
and an on-site self-interaction of strength `g`, attractive for positive `g`. -/
def energy {M : ℕ} [NeZero M] (t g : ℝ) (ψ : Fin M → ℂ) : ℝ :=
  -2 * t * (∑ x, conj (ψ x) * ψ (x + 1)).re - g / 2 * ∑ x, ‖ψ x‖ ^ 4

/-- The state holds exactly one electron. -/
def Normalized {M : ℕ} (ψ : Fin M → ℂ) : Prop := ∑ x, ‖ψ x‖ ^ 2 = 1
```

Q: Does the code really describe a ring, and a quantum state on it?

A: Sites are elements of `Fin M`, numbered from $0$ to $M-1$, and addition there is cyclic, so `x + 1` takes the last site back to site 0. A state is a function `Fin M → ℂ`, so phases are included. `energy` accepts any such function, and `Normalized` supplies the unit-norm condition separately. `NeZero M` excludes only the empty ring. For $M\ge3$ each bond is counted once. With two sites the single pair is counted twice, and with one site the electron hops to itself; the theorems keep that convention.

Q: And the polaron? A real one has tails.

A: This one is a trial state: amplitude $1/\sqrt L$ on $L$ adjacent sites and zero elsewhere. `block M L` puts it on the first $L$ sites, and `uniform M` is the case $L=M$. A single-site state is $L=1$.

```lean
/-- The flat polaron: amplitude `1/√L` on the first `L` sites of the ring and zero elsewhere,
for `L ≥ 1`. -/
def block (M L : ℕ) : Fin M → ℂ :=
  fun x => if x.val < L then (((√(L : ℝ))⁻¹ : ℝ) : ℂ) else 0

/-- The uniform state, spread evenly over all `M ≥ 1` sites. -/
def uniform (M : ℕ) : Fin M → ℂ := block M M
```

The next three results are bookkeeping. `sum_head` adds up a constant over the first $k$ sites, `block_density` gives the density $1/L$ on the block, and `block_normalized` concludes that the total is $L\cdot\tfrac1L=1$.

```lean
/-- A quantity equal to `c` on the first `k` of `n` sites, and zero elsewhere, sums to `k c`
when `k ≤ n`. -/
theorem sum_head {R : Type*} [Semiring R] {n k : ℕ} (h : k ≤ n) (c : R) :
    ∑ i : Fin n, (if i.val < k then c else 0) = k * c := by
  rw [Fin.sum_univ_eq_sum_range (fun i => if i < k then c else 0) n, ← Finset.sum_filter]
  have hf : (Finset.range n).filter (fun i => i < k) = Finset.range k := by
    ext i
    simp only [Finset.mem_filter, Finset.mem_range]
    omega
  rw [hf, Finset.sum_const, Finset.card_range, nsmul_eq_mul]

/-- The density of the flat polaron is `1/L` on each of its `L ≥ 1` sites and zero elsewhere. -/
theorem block_density (M L : ℕ) (x : Fin M) :
    ‖block M L x‖ ^ 2 = if x.val < L then (L : ℝ)⁻¹ else 0 := by
  unfold block
  split_ifs
  · rw [Complex.norm_real, Real.norm_eq_abs, sq_abs, inv_pow, Real.sq_sqrt (Nat.cast_nonneg L)]
  · simp

/-- A flat polaron on at least one and at most `M` sites is normalised. -/
theorem block_normalized {M L : ℕ} (hL : 0 < L) (hLM : L ≤ M) : Normalized (block M L) := by
  unfold Normalized
  rw [Finset.sum_congr rfl (fun x _ => block_density M L x), sum_head hLM]
  exact mul_inv_cancel₀ (Nat.cast_ne_zero.mpr (by omega))
```

Q: Then what is the argument that repulsion favours spreading? The hopping term is a sum of complex products with no obvious sign.

A: Rewrite it as a sum of squares. For each site,

$$|\psi_{x+1}-\psi_x|^2=|\psi_{x+1}|^2+|\psi_x|^2-2\,\mathrm{Re}\,\overline{\psi_x}\,\psi_{x+1}.$$

Sum around the ring. Both density sums equal 1, because shifting every site by one only reorders the terms. With $D=\sum_x|\psi_{x+1}-\psi_x|^2$ and $P=\sum_x|\psi_x|^4$, this gives

$$D=2-2\,\mathrm{Re}\sum_x\overline{\psi_x}\,\psi_{x+1},\qquad E(\psi)=-2t+tD-\frac g2P.$$

In the code, `hshift` is the reordering, `hpt` the identity at one site and `hsum` its sum.

```lean
/-- For a normalised state the hopping energy is `-2t` plus `t` times the summed squared
differences between neighbouring amplitudes. -/
theorem energy_eq_gradient {M : ℕ} [NeZero M] (t g : ℝ) {ψ : Fin M → ℂ} (hψ : Normalized ψ) :
    energy t g ψ =
      -2 * t + t * ∑ x, ‖ψ (x + 1) - ψ x‖ ^ 2 - g / 2 * ∑ x, ‖ψ x‖ ^ 4 := by
  have hn : ∑ x, ‖ψ x‖ ^ 2 = 1 := hψ
  -- moving every site by one step leaves the norm unchanged
  have hshift : ∑ x, ‖ψ (x + 1)‖ ^ 2 = ∑ x, ‖ψ x‖ ^ 2 :=
    Equiv.sum_comp (Equiv.addRight (1 : Fin M)) (fun x => ‖ψ x‖ ^ 2)
  have hpt : ∀ x, ‖ψ (x + 1) - ψ x‖ ^ 2 =
      ‖ψ (x + 1)‖ ^ 2 + ‖ψ x‖ ^ 2 - 2 * (conj (ψ x) * ψ (x + 1)).re := by
    intro x
    simp only [← Complex.normSq_eq_norm_sq, Complex.normSq_apply, Complex.sub_re,
      Complex.sub_im, Complex.mul_re, Complex.conj_re, Complex.conj_im]
    ring
  have hsum : ∑ x, ‖ψ (x + 1) - ψ x‖ ^ 2 = 2 - 2 * (∑ x, conj (ψ x) * ψ (x + 1)).re := by
    rw [Finset.sum_congr rfl (fun x _ => hpt x), Finset.sum_sub_distrib,
      Finset.sum_add_distrib, hshift, hn, Complex.re_sum, Finset.mul_sum]
    ring
  unfold energy
  rw [hsum]
  ring
```

If the amplitude is the same everywhere, $D=0$ and $|\psi_x|^2=1/M$, so $P=M\cdot\tfrac1{M^2}=\tfrac1M$ and $E=-2t-\tfrac{g}{2M}$. `energy_of_constant` proves this for any constant normalised state, and `energy_uniform` applies it to the uniform one.

```lean
/-- A normalised state with the same amplitude on every site has energy `-2t - g/(2M)`. -/
theorem energy_of_constant {M : ℕ} [NeZero M] (t g : ℝ) {ψ : Fin M → ℂ} (hψ : Normalized ψ)
    (hc : ∀ x y, ψ x = ψ y) : energy t g ψ = -2 * t - g / (2 * M) := by
  rw [energy_eq_gradient t g hψ]
  obtain ⟨a, rfl⟩ : ∃ a, ψ = fun _ => a := ⟨ψ 0, funext fun x => hc x 0⟩
  have hM : (M : ℝ) ≠ 0 := Nat.cast_ne_zero.mpr (NeZero.ne M)
  have ha : (M : ℝ) * ‖a‖ ^ 2 = 1 := by simpa [Normalized] using hψ
  have h4 : (M : ℝ) * ‖a‖ ^ 4 = 1 / M := by
    rw [eq_div_iff hM]
    linear_combination ((M : ℝ) * ‖a‖ ^ 2 + 1) * ha
  simp only [sub_self, norm_zero, Finset.sum_const, Finset.card_univ, Fintype.card_fin,
    nsmul_eq_mul]
  rw [h4]
  ring

/-- The uniform state has energy `-2t - g/(2M)`. -/
theorem energy_uniform (M : ℕ) [NeZero M] (t g : ℝ) :
    energy t g (uniform M) = -2 * t - g / (2 * M) := by
  refine energy_of_constant t g (block_normalized (Nat.pos_of_ne_zero (NeZero.ne M)) le_rfl) ?_
  intro x y
  simp only [uniform, block, if_pos x.isLt, if_pos y.isLt]
```

Q: That is one state's energy. Why can no other state go lower?

A: By Cauchy-Schwarz, $1=\big(\sum_x|\psi_x|^2\big)^2\le MP$, so $P\ge 1/M$. Subtracting the uniform energy gives

$$E(\psi)-E(\text{uniform})=tD+\frac{-g}{2}\Big(P-\frac1M\Big).$$

For $t>0$ and $g\le0$ both terms are nonnegative, so the uniform state is a global minimiser. If the difference is zero, then $tD=0$, hence $D=0$ and every neighbouring pair of amplitudes agrees. Walking along the ring from site 0 makes them all equal.

`uniform_minimises` states both parts for every normalised `ψ`: the inequality, and the fact that equality holds exactly when `∀ x y, ψ x = ψ y`. The minimiser is therefore unique up to a global phase. In the proof, `hP` is Cauchy-Schwarz, `hD` is $D\ge0$, `hstep` is the agreement of neighbours, and the induction in `hall` is the walk.

```lean
/-- With hopping `t > 0` and no attraction, `g ≤ 0`, the uniform state minimises the energy over
all normalised states, and a normalised state reaches the minimum exactly when its complex
amplitude is the same on every site. -/
theorem uniform_minimises {M : ℕ} [NeZero M] {t g : ℝ} (ht : 0 < t) (hg : g ≤ 0)
    {ψ : Fin M → ℂ} (hψ : Normalized ψ) :
    energy t g (uniform M) ≤ energy t g ψ ∧
      (energy t g ψ = energy t g (uniform M) ↔ ∀ x y, ψ x = ψ y) := by
  have hn : ∑ x, ‖ψ x‖ ^ 2 = 1 := hψ
  have hM : (0 : ℝ) < M := Nat.cast_pos.mpr (Nat.pos_of_ne_zero (NeZero.ne M))
  -- Cauchy-Schwarz: spreading the density evenly makes the quartic sum smallest
  have hP : 1 / (M : ℝ) ≤ ∑ x, ‖ψ x‖ ^ 4 := by
    have h := sq_sum_le_card_mul_sum_sq (s := Finset.univ) (f := fun x => ‖ψ x‖ ^ 2)
    simp only [hn, Finset.card_univ, Fintype.card_fin, ← pow_mul] at h
    rw [div_le_iff₀ hM]
    norm_num at h
    linarith
  have hD : 0 ≤ ∑ x, ‖ψ (x + 1) - ψ x‖ ^ 2 := Finset.sum_nonneg fun x _ => sq_nonneg _
  have hrep := mul_nonneg (neg_nonneg.mpr hg) (sub_nonneg.mpr hP)
  have hu : g / (2 * (M : ℝ)) = g / 2 * (1 / M) := by ring
  have htD := mul_nonneg ht.le hD
  refine ⟨?_, fun h => ?_, fun h => ?_⟩
  · rw [energy_uniform, energy_eq_gradient t g hψ, hu]
    linarith
  · rw [energy_uniform, energy_eq_gradient t g hψ, hu] at h
    -- equality leaves no room for a difference between neighbours
    have h0 : t * ∑ x, ‖ψ (x + 1) - ψ x‖ ^ 2 = 0 := by linarith
    have hz := (mul_eq_zero.mp h0).resolve_left ht.ne'
    have hstep : ∀ x, ψ (x + 1) = ψ x := by
      intro x
      have hx := (Finset.sum_eq_zero_iff_of_nonneg (fun x _ => sq_nonneg _)).mp hz x
        (Finset.mem_univ x)
      exact sub_eq_zero.mp (norm_eq_zero.mp (pow_eq_zero_iff two_ne_zero |>.mp hx))
    obtain ⟨n, rfl⟩ : ∃ n, M = n + 1 := Nat.exists_eq_succ_of_ne_zero (NeZero.ne M)
    have hall : ∀ x, ψ x = ψ 0 := by
      intro x
      induction x using Fin.induction with
      | zero => rfl
      | succ i ih =>
        have hs : i.castSucc + 1 = i.succ := by simp
        rw [← hs, hstep, ih]
    intro x y
    rw [hall x, hall y]
  · rw [energy_of_constant t g hψ h, energy_uniform]
```

Q: Do you need $t$ to be strictly positive?

A: The equality clause needs $t\neq0$ once there are two or more sites. At $t=0$ one can change the phase on a single site of the uniform state at no cost in energy, and the amplitudes are then no longer equal. For $t<0$ and two or more sites the inequality itself fails: the plane wave $\psi_x=e^{2\pi i x/M}/\sqrt M$ has the same density as the uniform state, so the same $P$, but $D>0$, which makes its energy lower.

Q: Now make $g$ attractive. When does localising pay?

A: Take a block with $1\le L<M$. Inside it neighbouring amplitudes agree, and outside it they are all zero. Only the two edges contribute, each with $1/L$, so $D=2/L$. The quartic sum is $P=L\cdot\tfrac1{L^2}=\tfrac1L$. Therefore

$$E(\text{block})=-2t+\frac{2t}{L}-\frac{g}{2L}=-2t+\frac{4t-g}{2L}.$$

The Lean proof of `energy_block` computes $D$ by writing $M=n+1$ and $L=k+1$. For the bond from site $i$ to $i+1$, with $i<n$, `hterm` expresses the squared difference as $1/L$ if $i<k+1$, minus $1/L$ if $i<k$. These terms sum to $\tfrac{k+1}{L}-\tfrac kL=\tfrac1L$, which is the right edge. The bond that closes the ring gives the other $1/L$.

```lean
/-- A flat polaron on `L` adjacent sites, `1 ≤ L < M`, has energy `-2t + (4t - g)/(2L)`. -/
theorem energy_block {M L : ℕ} [NeZero M] (t g : ℝ) (hL : 0 < L) (hLM : L < M) :
    energy t g (block M L) = -2 * t + (4 * t - g) / (2 * L) := by
  have hL0 : (L : ℝ) ≠ 0 := Nat.cast_ne_zero.mpr (by omega)
  have hq : ∑ x, ‖block M L x‖ ^ 4 = (L : ℝ)⁻¹ := by
    have h : ∀ x, ‖block M L x‖ ^ 4 = if x.val < L then ((L : ℝ)⁻¹) ^ 2 else 0 := by
      intro x
      rw [show ‖block M L x‖ ^ 4 = (‖block M L x‖ ^ 2) ^ 2 by ring, block_density]
      split_ifs <;> simp
    rw [Finset.sum_congr rfl (fun x _ => h x), sum_head hLM.le]
    field_simp
  -- the two ends of the block cost one bond each
  have hD : ∑ x, ‖block M L (x + 1) - block M L x‖ ^ 2 = 2 * (L : ℝ)⁻¹ := by
    obtain ⟨n, rfl⟩ : ∃ n, M = n + 1 := ⟨M - 1, by omega⟩
    obtain ⟨k, rfl⟩ : ∃ k, L = k + 1 := ⟨L - 1, by omega⟩
    have hlast : block (n + 1) (k + 1) (Fin.last n) = 0 :=
      if_neg (show ¬ n < k + 1 by omega)
    have hwrap : Fin.last n + 1 = 0 := by simp
    have hterm : ∀ i : Fin n,
        ‖block (n + 1) (k + 1) (i.castSucc + 1) - block (n + 1) (k + 1) i.castSucc‖ ^ 2 =
          (if i.val < k + 1 then (((k + 1 : ℕ) : ℝ))⁻¹ else 0) -
            (if i.val < k then (((k + 1 : ℕ) : ℝ))⁻¹ else 0) := by
      intro i
      have hs : i.castSucc + 1 = i.succ := by simp
      have hd := block_density (n + 1) (k + 1) i.castSucc
      rw [hs]
      by_cases hi : i.val < k
      · have h1 : block (n + 1) (k + 1) i.succ = block (n + 1) (k + 1) i.castSucc :=
          (if_pos (show i.val + 1 < k + 1 by omega)).trans
            (if_pos (show i.val < k + 1 by omega)).symm
        rw [h1, if_pos hi, if_pos (show i.val < k + 1 by omega)]
        simp
      · have h1 : block (n + 1) (k + 1) i.succ = 0 :=
          if_neg (show ¬ i.val + 1 < k + 1 by omega)
        rw [h1, zero_sub, norm_neg, if_neg hi, sub_zero]
        exact hd
    have h0 := block_density (n + 1) (k + 1) 0
    rw [if_pos (show (0 : Fin (n + 1)).val < k + 1 from Nat.succ_pos k)] at h0
    rw [Fin.sum_univ_castSucc, Finset.sum_congr rfl (fun i _ => hterm i),
      Finset.sum_sub_distrib, sum_head (by omega), sum_head (by omega), hwrap, hlast,
      sub_zero, h0]
    push_cast
    ring
  rw [energy_eq_gradient t g (block_normalized hL hLM.le), hD, hq]
  field_simp
  ring
```

Subtracting from the uniform energy,

$$E(\text{uniform})-E(\text{block})=\frac{1}{2L}\Big[g\Big(1-\frac LM\Big)-4t\Big].$$

The prefactor is positive, so the block lies strictly lower exactly when $g(1-L/M)>4t$. For a single site this reads $g(1-1/M)>4t$. In the code, `key` is the displayed identity, and the last line reads off the sign. No sign is assumed for $t$ or $g$ here.

```lean
/-- A flat polaron on `L` adjacent sites, `1 ≤ L < M`, lies below the uniform state exactly when
`g (1 - L/M) > 4t`. -/
theorem block_below_uniform_iff {M L : ℕ} [NeZero M] (t g : ℝ) (hL : 0 < L) (hLM : L < M) :
    energy t g (block M L) < energy t g (uniform M) ↔ 4 * t < g * (1 - L / M) := by
  have hL0 : (0 : ℝ) < L := Nat.cast_pos.mpr hL
  have hM0 : (0 : ℝ) < M := Nat.cast_pos.mpr (by omega)
  have key : energy t g (uniform M) - energy t g (block M L) =
      (g * (1 - L / M) - 4 * t) * (1 / (2 * L)) := by
    rw [energy_uniform, energy_block t g hL hLM]
    field_simp
    ring
  rw [← sub_pos, key, mul_pos_iff_of_pos_right (by positivity), sub_pos]

end

end RingPolaron
```

```lean
#print axioms RingPolaron.uniform_minimises
-- 'RingPolaron.uniform_minimises' depends on axioms: [propext, Classical.choice, Quot.sound]
#print axioms RingPolaron.block_below_uniform_iff
-- 'RingPolaron.block_below_uniform_iff' depends on axioms: [propext, Classical.choice, Quot.sound]
```

Q: So if $g(1-1/M)\le4t$, the electron stays delocalised?

A: That does not follow. The criterion for the single site to lie lower, $g(1-1/M)>4t$, compares two particular states. When it holds, the uniform state is not the minimum. When it fails, a state of another shape, say one with tails, may still be lower. For attractive $g$ the theorems identify no global minimiser, and they say nothing about barriers between states. The lattice is also classical and fully relaxed, so its quantum motion is absent.

Q: Where would I meet this comparison in an actual calculation?

A: In a supercell calculation of an electron polaron, you compute the total energy with the extra electron spread over the undistorted cell, and again with it trapped in a relaxed distortion. The difference tells you which of the two is favoured. The ring offers a similar comparison, with $M$ as the cell size. One difference is that its uniform state is not undistorted: eliminating $q_x$ lets the lattice relax there too, by the same amount $q_x=\lambda/(KM)$ on every site. Take illustrative values $t=0.1$ eV and $g=0.5$ eV, with the polaron on one site. Its energy is $-0.25$ eV for every $M\ge2$, while the uniform energy is $-0.2-0.25/M$ eV:

| $M$ | uniform (eV) | single site (eV) | lower state |
|---|---|---|---|
| 4 | $-0.2625$ | $-0.2500$ | uniform |
| 5 | $-0.2500$ | $-0.2500$ | equal |
| 6 | $-0.2417$ | $-0.2500$ | single site |

Which of these two states is lower changes with cell size because the spread-out electron also interacts with itself, by $-g/(2M)$, and that contribution fades as the cell grows. Neither is the ground state here: positive amplitudes with densities $0.13$, $0.74$, $0.13$ on three adjacent sites give about $-0.269$ eV for every $M\ge4$, below both columns of the table.

Q: And what does it tell me about density functionals?

A: In this one-electron model with a single on-site interaction constant, leftover self-repulsion lowers $g$ and so works against the localised state; once it cancels the lattice attraction entirely, $g\le0$ and, for $t>0$, the uniform state is the minimum. A real functional has a non-local Hartree term and an exchange-correlation term that need not be quartic in the amplitude, so the threshold $4t$ belongs to the model.
